# Reordering the masses or springs of a free-ended chain leaves its classical vibrational entropy unchanged

Three masses 1, 2, 1 in a row, joined by two springs of constant 1 and free at both ends, have the nonzero squared frequencies 1 and 2. If I move the heavy mass to one end, they become about 0.72 and 2.78. Both modes have shifted, yet the product is still 2, and so the high-temperature vibrational entropy is the same too. Is this an accident of three masses, or does the order never matter? And may I shuffle unequal springs as well?

## Only the total mass and two products enter

The order never matters, for masses or for springs. Take masses $m_0,\dots,m_n>0$ and springs $k_0,\dots,k_{n-1}>0$, and write $M=\sum_i m_i$. Then exactly $n$ squared frequencies are nonzero, counted with multiplicity, and

$$\prod_{\omega\neq0}\omega^2=\frac{M\prod_b k_b}{\prod_i m_i}.$$

**From the chain to a small determinant.** Spring $b$ is stretched by $(Bx)_b=x_{b+1}-x_b$, where $x$ holds the displacements along the line of the chain, the only motion considered here. The stiffness matrix is $K=B^{T}\mathrm{diag}(k)B$, and the equation of motion $m_i\ddot x_i=-(Kx)_i$ makes the $\omega^2$ the eigenvalues of $D_{ij}=K_{ij}/\sqrt{m_im_j}$. With $W_{bi}=\sqrt{k_b}\,B_{bi}/\sqrt{m_i}$ we have $D=W^{T}W$. Evaluating the determinant of

$$\begin{pmatrix}\lambda I_{n+1}&W^{T}\\ W&I_n\end{pmatrix}$$

by eliminating either diagonal block gives, for $\lambda\ne0$ and hence as polynomials,

$$\det(\lambda I_{n+1}-W^{T}W)=\lambda\,\det(\lambda I_n-WW^{T}).$$

The factor $\lambda$ is the uniform translation. The other $n$ eigenvalues have the product $\det WW^{T}=\prod_b k_b\,\det G$, where $G=B\,\mathrm{diag}(1/m)\,B^{T}$.

**The determinant of $G$.** Put the row $(m_0,\dots,m_n)$ on top of $B$ and call the square matrix $P$. Let $L_{ij}=1$ for $j\le i$ and 0 otherwise, so $\det L=1$. Row $b+1$ of $PL$ has the entries $L_{b+1,j}-L_{b,j}=\delta_{j,b+1}$, and its top left entry is $M$. Thus $PL$ is upper triangular with diagonal $M,1,\dots,1$, and $\det P=M$.

In $P\,\mathrm{diag}(1/m)\,P^{T}$ the top left entry is $\sum_i m_i=M$. The rest of the top row is $\sum_i B_{bi}=0$, and the remaining block is $G$. Therefore

$$M\det G=\frac{M^2}{\prod_i m_i},\qquad \det G=\frac{M}{\prod_i m_i}.$$

This gives the product formula. Its right side is positive, so none of the $n$ remaining eigenvalues vanishes.

**The entropy.** At temperature $T$ a classical harmonic mode of angular frequency $\omega$ has the entropy $k_B[1+\ln(k_BT/\hbar\omega)]$, where $k_B$ is Boltzmann's constant and not one of the spring constants. Since $\ln(k_BT/\hbar\omega)=\ln(k_BT/\hbar)-\tfrac12\ln\omega^2$, summing over the $n$ vibrations gives

$$S=n k_B\left(1+\ln\frac{k_BT}{\hbar}\right)-\frac{k_B}{2}\ln\frac{M\prod_b k_b}{\prod_i m_i}.$$

A sum and two products are blind to order, so $S$ is too.

For two masses the formula reads $\omega^2=k_0(m_0+m_1)/(m_0m_1)$, the spring constant over the reduced mass. For a single mass there is no vibration, and both sides equal 1.

## What the Lean statements say

`stretch`, `stiffness`, `dynamical`, `weighted` and `wilsonG` are $B$, $K$, $D$, $W$ and $G$. Sites are numbered by `Fin (n + 1)` and springs by `Fin n`; `b.castSucc` and `b.succ` are the left and right ends of spring `b`. `sqFreq` lists the eigenvalues of $D$ with multiplicity.

`prod_nonzero_sqFreq` states the count and the product, `vibEntropy_eq` the closed form, and `vibEntropy_reorder` the invariance under independent permutations `σ` of the masses and `τ` of the springs. The positive reals `kB` and `hbar` stand for Boltzmann's constant and the reduced Planck constant, which sets the phase-space cell and so the zero of the entropy. All quantities are numbers in one consistent set of units.

The link to a real chain is the equation of motion, which is used above but does not appear in the code: `sqFreq` is defined by the eigenvalue problem. The entropy per mode is likewise a definition, and the centre-of-mass translation is left out of it.

```lean
import Mathlib

open Matrix

namespace FreeChain

noncomputable section

variable {n : ℕ}

/-- The matrix that sends the displacements of `n + 1` masses in a row to the elongations of
the `n` springs between neighbours. -/
def stretch (n : ℕ) : Matrix (Fin n) (Fin (n + 1)) ℝ :=
  Matrix.of fun b i => (if i = b.succ then 1 else 0) - (if i = b.castSucc then 1 else 0)

/-- The stiffness matrix of the free-ended chain with spring constants `k`. -/
def stiffness (k : Fin n → ℝ) : Matrix (Fin (n + 1)) (Fin (n + 1)) ℝ :=
  (stretch n)ᵀ * Matrix.diagonal k * stretch n

/-- The mass-weighted dynamical matrix, with entries `K i j / √(m i * m j)`, for positive
masses. -/
def dynamical (m : Fin (n + 1) → ℝ) (k : Fin n → ℝ) : Matrix (Fin (n + 1)) (Fin (n + 1)) ℝ :=
  Matrix.of fun i j => stiffness k i j / (√(m i) * √(m j))

/-- The inverse-mass matrix in bond coordinates (Wilson's G matrix of the chain), for nonzero
masses. -/
def wilsonG (m : Fin (n + 1) → ℝ) : Matrix (Fin n) (Fin n) ℝ :=
  stretch n * Matrix.diagonal (fun i => (m i)⁻¹) * (stretch n)ᵀ

/-- The stretch matrix weighted by the roots of spring constants and masses, for positive
masses and nonnegative spring constants. -/
def weighted (m : Fin (n + 1) → ℝ) (k : Fin n → ℝ) : Matrix (Fin n) (Fin (n + 1)) ℝ :=
  Matrix.of fun b i => √(k b) * stretch n b i / √(m i)

/-- The elongation of a spring is the difference of the displacements of its two ends. -/
theorem stretch_mulVec (x : Fin (n + 1) → ℝ) (b : Fin n) :
    (stretch n *ᵥ x) b = x b.succ - x b.castSucc := by
  simp [stretch, Matrix.mulVec, dotProduct, sub_mul, Finset.sum_sub_distrib]

/-- The quadratic form of the stiffness matrix is twice the elastic energy of the springs. -/
theorem elastic_energy (k : Fin n → ℝ) (x : Fin (n + 1) → ℝ) :
    x ⬝ᵥ (stiffness k *ᵥ x) = ∑ b, k b * (x b.succ - x b.castSucc) ^ 2 := by
  rw [stiffness, ← Matrix.mulVec_mulVec, ← Matrix.mulVec_mulVec, Matrix.dotProduct_mulVec,
    Matrix.vecMul_transpose]
  simp only [dotProduct, Matrix.mulVec_diagonal, stretch_mulVec]
  exact Finset.sum_congr rfl fun b _ => by ring

/-- The dynamical matrix is symmetric. -/
theorem dynamical_isHermitian (m : Fin (n + 1) → ℝ) (k : Fin n → ℝ) :
    (dynamical m k).IsHermitian := by
  refine Matrix.IsHermitian.ext fun i j => ?_
  have h : stiffness k j i = stiffness k i j := by
    simp only [stiffness, Matrix.mul_apply (N := stretch n), Matrix.mul_diagonal,
      Matrix.transpose_apply]
    exact Finset.sum_congr rfl fun b _ => by ring
  simp only [dynamical, Matrix.of_apply, star_trivial, h, mul_comm (√(m j))]

/-- The squared frequencies of the chain, listed with multiplicity, for positive masses: the
eigenvalues of the dynamical matrix. -/
def sqFreq (m : Fin (n + 1) → ℝ) (k : Fin n → ℝ) : Fin (n + 1) → ℝ :=
  (dynamical_isHermitian m k).eigenvalues

/-- For positive masses, the determinant of the inverse-mass matrix in bond coordinates is the
total mass divided by the product of the masses. -/
theorem det_wilsonG (m : Fin (n + 1) → ℝ) (hm : ∀ i, 0 < m i) :
    (wilsonG m).det = (∑ i, m i) / ∏ i, m i := by
  have hs : ∀ (b : Fin n) (f : Fin (n + 1) → ℝ),
      ∑ i, stretch n b i * f i = f b.succ - f b.castSucc := fun b f => stretch_mulVec f b
  -- `P` is the stretch matrix with the row of masses on top, `T` is triangular with ones
  obtain ⟨P, hP0, hPs⟩ : ∃ P : Matrix (Fin (n + 1)) (Fin (n + 1)) ℝ,
      (∀ j, P 0 j = m j) ∧ ∀ b j, P (Fin.succ b) j = stretch n b j :=
    ⟨fun i j => Fin.cases (motive := fun _ => ℝ) (m j) (fun b => stretch n b j) i,
      fun _ => rfl, fun _ _ => rfl⟩
  obtain ⟨T, hT⟩ : ∃ T : Matrix (Fin (n + 1)) (Fin (n + 1)) ℝ,
      ∀ i j, T i j = if j ≤ i then 1 else 0 := ⟨fun i j => if j ≤ i then 1 else 0, fun _ _ => rfl⟩
  have hTdet : T.det = 1 := by
    rw [Matrix.det_of_isLowerTriangular T]
    · simp [hT]
    · intro i j hij
      rw [hT]
      exact if_neg (not_le.mpr (OrderDual.toDual_lt_toDual.mp hij))
  have hPT : ∀ b j, (P * T) (Fin.succ b) j = if j = Fin.succ b then 1 else 0 := by
    intro b j
    rw [Matrix.mul_apply]
    simp only [hPs]
    refine (hs b (fun i => T i j)).trans ?_
    have h1 : (b.succ : ℕ) = b + 1 := rfl
    have h2 : (b.castSucc : ℕ) = b := rfl
    simp only [hT, Fin.le_def, Fin.ext_iff, h1, h2]
    split_ifs <;> simp <;> omega
  have hPT0 : (P * T) 0 0 = ∑ i, m i := by
    rw [Matrix.mul_apply]
    simp [hP0, hT]
  have hPdet : P.det = ∑ i, m i := by
    have h : (P * T).det = ∑ i, m i := by
      rw [Matrix.det_of_isUpperTriangular, Fin.prod_univ_succ, hPT0]
      · simp [hPT]
      · intro i j hij
        induction i using Fin.cases with
        | zero => exact absurd hij (by simp)
        | succ b =>
          rw [hPT]
          exact if_neg (ne_of_lt hij)
    rwa [Matrix.det_mul, hTdet, mul_one] at h
  -- in the metric of inverse masses the top row is orthogonal to all stretches
  obtain ⟨Q, hQ⟩ : ∃ Q, Q = P * Matrix.diagonal (fun i => (m i)⁻¹) * Pᵀ := ⟨_, rfl⟩
  have hQe : ∀ i j, Q i j = ∑ l, P i l * (m l)⁻¹ * P j l := by
    intro i j
    rw [hQ, Matrix.mul_apply]
    simp only [Matrix.mul_diagonal, Matrix.transpose_apply]
  have hQ0 : ∀ j, Q 0 j = ∑ l, P j l * 1 := by
    intro j
    rw [hQe]
    refine Finset.sum_congr rfl fun l _ => ?_
    rw [hP0, mul_inv_cancel₀ (hm l).ne', one_mul, mul_one]
  have hQ00 : Q 0 0 = ∑ i, m i := by simp [hQ0, hP0]
  have hQ0s : ∀ b, Q 0 (Fin.succ b) = 0 := by
    intro b
    rw [hQ0]
    simp only [hPs]
    exact (hs b (fun _ => 1)).trans (sub_self 1)
  have hsub : Q.submatrix Fin.succ (Fin.succAbove 0) = wilsonG m := by
    ext a b
    rw [Matrix.submatrix_apply, Fin.succAbove_zero, hQe, wilsonG, Matrix.mul_apply]
    simp only [hPs, Matrix.mul_diagonal, Matrix.transpose_apply]
  have hQdet : Q.det = (∑ i, m i) * (wilsonG m).det := by
    rw [Matrix.det_succ_row_zero, Fin.sum_univ_succ, hsub]
    simp [hQ00, hQ0s]
  have hS : 0 < ∑ i, m i := Finset.sum_pos (fun i _ => hm i) Finset.univ_nonempty
  apply mul_left_cancel₀ hS.ne'
  rw [← hQdet, hQ, Matrix.det_mul, Matrix.det_mul, Matrix.det_transpose, Matrix.det_diagonal,
    hPdet, Finset.prod_inv_distrib]
  ring

/-- For nonnegative spring constants the dynamical matrix is the Gram matrix of the weighted
stretches. -/
theorem dynamical_eq_gram (m : Fin (n + 1) → ℝ) (k : Fin n → ℝ) (hk : ∀ b, 0 ≤ k b) :
    dynamical m k = (weighted m k)ᵀ * weighted m k := by
  ext i j
  rw [Matrix.mul_apply]
  simp only [dynamical, Matrix.of_apply, stiffness, Matrix.mul_apply (N := stretch n),
    Matrix.mul_diagonal, weighted, Matrix.transpose_apply, Finset.sum_div]
  refine Finset.sum_congr rfl fun b _ => ?_
  linear_combination (-(stretch n b i * stretch n b j / (√(m i) * √(m j)))) *
    Real.mul_self_sqrt (hk b)

/-- For nonnegative spring constants no squared frequency is negative. -/
theorem sqFreq_nonneg (m : Fin (n + 1) → ℝ) (k : Fin n → ℝ) (hk : ∀ b, 0 ≤ k b)
    (i : Fin (n + 1)) : 0 ≤ sqFreq m k i := by
  have h : (dynamical m k).PosSemidef := by
    rw [dynamical_eq_gram m k hk, ← Matrix.conjTranspose_eq_transpose_of_trivial]
    exact Matrix.posSemidef_conjTranspose_mul_self _
  exact h.eigenvalues_nonneg i

/-- A free-ended chain of `n + 1` positive masses and `n` positive springs has exactly `n`
nonzero squared frequencies, counted with multiplicity, and their product is the total mass
times the product of the spring constants over the product of the masses. -/
theorem prod_nonzero_sqFreq (m : Fin (n + 1) → ℝ) (k : Fin n → ℝ)
    (hm : ∀ i, 0 < m i) (hk : ∀ b, 0 < k b) :
    (Finset.univ.filter fun i => sqFreq m k i ≠ 0).card = n ∧
    ∏ i with sqFreq m k i ≠ 0, sqFreq m k i = (∑ i, m i) * (∏ b, k b) / ∏ i, m i := by
  -- the determinant of the small Gram matrix
  have hW : weighted m k * (weighted m k)ᵀ =
      Matrix.diagonal (fun b => √(k b)) * wilsonG m * Matrix.diagonal (fun b => √(k b)) := by
    ext a b
    rw [Matrix.mul_diagonal, Matrix.diagonal_mul, wilsonG, Matrix.mul_apply, Matrix.mul_apply,
      Finset.mul_sum, Finset.sum_mul]
    refine Finset.sum_congr rfl fun i _ => ?_
    have h : (m i)⁻¹ = (√(m i))⁻¹ * (√(m i))⁻¹ := by
      rw [← mul_inv, Real.mul_self_sqrt (hm i).le]
    simp only [weighted, Matrix.of_apply, Matrix.mul_diagonal, Matrix.transpose_apply]
    rw [h]
    ring
  have hdet : (weighted m k * (weighted m k)ᵀ).det =
      (∑ i, m i) * (∏ b, k b) / ∏ i, m i := by
    have h : (∏ b, √(k b)) * ∏ b, √(k b) = ∏ b, k b := by
      rw [← Finset.prod_mul_distrib]
      exact Finset.prod_congr rfl fun b _ => Real.mul_self_sqrt (hk b).le
    rw [hW, Matrix.det_mul, Matrix.det_mul, Matrix.det_diagonal, det_wilsonG m hm]
    linear_combination ((∑ i, m i) / ∏ i, m i) * h
  -- one factor `X` splits off the characteristic polynomial
  have hchar : ∏ i, (Polynomial.X - Polynomial.C (sqFreq m k i)) =
      Polynomial.X * (weighted m k * (weighted m k)ᵀ).charpoly := by
    have h1 : (dynamical m k).charpoly =
        ∏ i, (Polynomial.X - Polynomial.C (sqFreq m k i)) :=
      (dynamical_isHermitian m k).charpoly_eq
    have h2 := Matrix.charpoly_mul_comm' (weighted m k)ᵀ (weighted m k)
    simp only [Fintype.card_fin] at h2
    rw [← dynamical_eq_gram m k (fun b => (hk b).le), h1, pow_succ, mul_assoc] at h2
    exact mul_left_cancel₀ (pow_ne_zero n Polynomial.X_ne_zero) h2
  obtain ⟨z, hz⟩ : ∃ z, sqFreq m k z = 0 := by
    have h := congrArg (Polynomial.eval 0) hchar
    rw [Polynomial.eval_prod, Polynomial.eval_mul, Polynomial.eval_X, zero_mul,
      Finset.prod_eq_zero_iff] at h
    obtain ⟨z, _, hz⟩ := h
    exact ⟨z, by simpa using hz⟩
  have hrest : ∏ i ∈ Finset.univ.erase z, (Polynomial.X - Polynomial.C (sqFreq m k i)) =
      (weighted m k * (weighted m k)ᵀ).charpoly := by
    have h := Finset.mul_prod_erase Finset.univ
      (fun i => Polynomial.X - Polynomial.C (sqFreq m k i)) (Finset.mem_univ z)
    simp only [hz, map_zero, sub_zero] at h
    exact mul_left_cancel₀ Polynomial.X_ne_zero (h.trans hchar)
  have hcard : (Finset.univ.erase z).card = n := by simp
  -- compare the constant terms
  have hprod : ∏ i ∈ Finset.univ.erase z, sqFreq m k i =
      (∑ i, m i) * (∏ b, k b) / ∏ i, m i := by
    have hneg : ∏ i ∈ Finset.univ.erase z, (0 - sqFreq m k i) =
        (-1) ^ n * ∏ i ∈ Finset.univ.erase z, sqFreq m k i := by
      calc _ = ∏ i ∈ Finset.univ.erase z, ((-1) * sqFreq m k i) :=
            Finset.prod_congr rfl fun _ _ => by ring
        _ = _ := by rw [Finset.prod_mul_distrib, Finset.prod_const, hcard]
    rw [← hdet, Matrix.det_eq_sign_charpoly_coeff, ← hrest,
      Polynomial.coeff_zero_eq_eval_zero, Polynomial.eval_prod]
    simp only [Polynomial.eval_sub, Polynomial.eval_X, Polynomial.eval_C]
    rw [hneg, Fintype.card_fin, ← mul_assoc, ← mul_pow]
    norm_num
  have hpos : 0 < (∑ i, m i) * (∏ b, k b) / ∏ i, m i :=
    div_pos (mul_pos (Finset.sum_pos (fun i _ => hm i) Finset.univ_nonempty)
      (Finset.prod_pos fun b _ => hk b)) (Finset.prod_pos fun i _ => hm i)
  have hfilter : (Finset.univ.filter fun i => sqFreq m k i ≠ 0) = Finset.univ.erase z := by
    ext i
    rw [Finset.mem_filter, Finset.mem_erase]
    constructor
    · rintro ⟨_, hi⟩
      exact ⟨fun h => hi (h ▸ hz), Finset.mem_univ i⟩
    · rintro ⟨hi, _⟩
      exact ⟨Finset.mem_univ i, Finset.prod_ne_zero_iff.mp (hprod ▸ hpos.ne') i
        (Finset.mem_erase.mpr ⟨hi, Finset.mem_univ i⟩)⟩
  rw [hfilter]
  exact ⟨hcard, hprod⟩

/-- The classical vibrational entropy at temperature `T`: the sum of
`kB * (1 + log (kB * T / (hbar * ω)))` over the modes of nonzero frequency `ω`, for positive
`kB`, `hbar`, `T`, positive masses and positive springs. -/
def vibEntropy (kB hbar T : ℝ) (m : Fin (n + 1) → ℝ) (k : Fin n → ℝ) : ℝ :=
  ∑ i with sqFreq m k i ≠ 0, kB * (1 + Real.log (kB * T / (hbar * √(sqFreq m k i))))

/-- Closed form of the classical vibrational entropy of a free-ended chain with positive masses
and springs, at positive temperature and for positive constants `kB` and `hbar`. -/
theorem vibEntropy_eq {kB hbar T : ℝ} (hB : 0 < kB) (hh : 0 < hbar) (hT : 0 < T)
    (m : Fin (n + 1) → ℝ) (k : Fin n → ℝ) (hm : ∀ i, 0 < m i) (hk : ∀ b, 0 < k b) :
    vibEntropy kB hbar T m k = n * (kB * (1 + Real.log (kB * T / hbar))) -
      kB / 2 * Real.log ((∑ i, m i) * (∏ b, k b) / ∏ i, m i) := by
  obtain ⟨hcard, hprod⟩ := prod_nonzero_sqFreq m k hm hk
  have hterm : ∀ i ∈ Finset.univ.filter (fun i => sqFreq m k i ≠ 0),
      kB * (1 + Real.log (kB * T / (hbar * √(sqFreq m k i)))) =
        kB * (1 + Real.log (kB * T / hbar)) - kB / 2 * Real.log (sqFreq m k i) := by
    intro i hi
    have hpos : 0 < sqFreq m k i := lt_of_le_of_ne (sqFreq_nonneg m k (fun b => (hk b).le) i)
      (Ne.symm (Finset.mem_filter.mp hi).2)
    rw [← div_div, Real.log_div (by positivity) (Real.sqrt_pos.mpr hpos).ne',
      Real.log_sqrt hpos.le]
    ring
  have hlog : Real.log ((∑ i, m i) * (∏ b, k b) / ∏ i, m i) =
      ∑ i with sqFreq m k i ≠ 0, Real.log (sqFreq m k i) := by
    rw [← hprod, Real.log_prod]
    intro i hi
    exact (Finset.mem_filter.mp hi).2
  rw [vibEntropy, Finset.sum_congr rfl hterm, Finset.sum_sub_distrib, Finset.sum_const,
    ← Finset.mul_sum, hcard, nsmul_eq_mul, hlog]

/-- Reordering the positive masses and the positive springs of a free-ended chain, independently
of each other, leaves its classical vibrational entropy at positive temperature unchanged, for
positive constants `kB` and `hbar`. -/
theorem vibEntropy_reorder {kB hbar T : ℝ} (hB : 0 < kB) (hh : 0 < hbar) (hT : 0 < T)
    (m : Fin (n + 1) → ℝ) (k : Fin n → ℝ) (hm : ∀ i, 0 < m i) (hk : ∀ b, 0 < k b)
    (σ : Equiv.Perm (Fin (n + 1))) (τ : Equiv.Perm (Fin n)) :
    vibEntropy kB hbar T (m ∘ σ) (k ∘ τ) = vibEntropy kB hbar T m k := by
  rw [vibEntropy_eq hB hh hT (m ∘ σ) (k ∘ τ) (fun i => hm (σ i)) (fun b => hk (τ b)),
    vibEntropy_eq hB hh hT m k hm hk]
  simp only [Function.comp_apply]
  rw [Equiv.sum_comp σ m, Equiv.prod_comp σ m, Equiv.prod_comp τ k]

end

end FreeChain
```

```lean
#print axioms FreeChain.elastic_energy
-- 'FreeChain.elastic_energy' depends on axioms: [propext, Classical.choice, Quot.sound]
#print axioms FreeChain.vibEntropy_reorder
-- 'FreeChain.vibEntropy_reorder' depends on axioms: [propext, Classical.choice, Quot.sound]
```

## From the lemmas to the entropy

`stretch_mulVec` and `elastic_energy` confirm that the matrices describe springs between neighbours; the quadratic form is twice the elastic energy. `dynamical_isHermitian` supplies the symmetry that gives real eigenvalues.

`det_wilsonG` follows the bordered-matrix argument. Its local matrix `T` is the $L$ above, not the temperature. `hPT` computes the lower rows of $PL$, `hQ0s` is the vanishing of the top row beyond its first entry $M$, and expansion along that row gives $M\det G$.

`dynamical_eq_gram` is $D=W^{T}W$, and `sqFreq_nonneg` follows from it. In `prod_nonzero_sqFreq`, `Matrix.charpoly_mul_comm'` relates the two characteristic polynomials, and cancelling $X^n$ leaves the single factor $X$. Evaluation at 0 finds an index `z` with zero frequency. With its factor removed, the constant terms give the product, whose positivity shows that `z` is the only such index.

`vibEntropy_eq` splits the logarithms, and `vibEntropy_reorder` applies the closed form to both orderings and permutes the sum and the products.

For a straight free-ended harmonic chain with nearest-neighbour springs and motion along its line, the product is a quick check on a numerical normal-mode calculation. The invariance belongs to the classical limit: at lower temperatures the quantum entropy depends on the individual frequencies, and the entropies of the two three-mass chains from the opening then differ.
